# For finite Hermitian H0 and V, the T-matrix has a simple pole at each level of H0 + V that is not a level of H0

## Hamiltonian, Green's matrix and T-matrix

Let H0 be the Hamiltonian of an unperturbed system, V a perturbation, such as an impurity potential, and

H = H0 + V.

The T-matrix collects the action of V to all orders. The problem is to find how it diverges when the complex energy z approaches a level E of the perturbed system that is not a level of H0, and what the coefficient of the divergence says about that level.

The operators are complex square matrices whose rows and columns are labelled by a finite set `n` of orthonormal basis states. In sums such as z − H, the number z stands for z times the unit matrix, written `z • 1` in Lean.

```lean
import Mathlib

open Matrix Filter Topology

namespace TMatrixPoles

noncomputable section

variable {n : Type*} [Fintype n] [DecidableEq n]
```

A level is a real number E for which Hx = Ex has a nonzero solution x. Taking E real loses nothing when H is Hermitian.

```lean
/-- The real number `E` is an eigenvalue of the matrix `H`. -/
def IsLevel (H : Matrix n n ℂ) (E : ℝ) : Prop :=
  ∃ x : n → ℂ, x ≠ 0 ∧ H *ᵥ x = (E : ℂ) • x
```

The orthogonal projector P onto the eigenspace is described by three properties: P† = P, P² = P, and Px = x exactly when Hx = Ex. For an orthonormal basis ψ₁, …, ψ_d of the eigenspace it is the sum of the |ψ_a⟩⟨ψ_a|. If E is not a level, P = 0. The theorems take a P with these properties as given.

```lean
/-- `P` is the orthogonal projector onto the space of solutions of `H x = E x`. -/
structure IsEigenprojector (H P : Matrix n n ℂ) (E : ℝ) : Prop where
  herm : P.IsHermitian
  idem : P * P = P
  fixed : ∀ x : n → ℂ, P *ᵥ x = x ↔ H *ᵥ x = (E : ℂ) • x
```

The Green's matrix is the resolvent at complex z, with no ±i0 prescription:

G(z) = (z − H)⁻¹.

```lean
/-- The Green's matrix `(z - H)⁻¹`, for `z` not an eigenvalue of `H`. -/
def green (H : Matrix n n ℂ) (z : ℂ) : Matrix n n ℂ := (z • 1 - H)⁻¹
```

The T-matrix is written with the Green's matrix of the full H, not that of H0:

T(z) = V + V G(z) V.

```lean
/-- The T-matrix `V + V (z - H0 - V)⁻¹ V`, for `z` not an eigenvalue of `H0 + V`. -/
def tMatrix (H0 V : Matrix n n ℂ) (z : ℂ) : Matrix n n ℂ :=
  V + V * green (H0 + V) z * V
```

All limits z → E run over complex z ≠ E, which is the meaning of `𝓝[≠] (E : ℂ)`.

## (a) Levels as zeros of a determinant

Show that, for any square matrix H, E is a level exactly when

det(E − H) = 0.

**Solution.** The equation Hx = Ex is the same as (E − H)x = 0. A homogeneous square system has a nonzero solution exactly when its determinant vanishes.

In Lean the second sentence is `Matrix.exists_mulVec_eq_zero_iff`; the remaining lines rearrange the eigenvalue equation.

```lean
/-- `E` is an eigenvalue of `H` exactly when the determinant of `E - H` vanishes. -/
theorem isLevel_iff_det (H : Matrix n n ℂ) (E : ℝ) :
    IsLevel H E ↔ ((E : ℂ) • 1 - H).det = 0 := by
  rw [← Matrix.exists_mulVec_eq_zero_iff]
  refine exists_congr fun x => and_congr_right fun _ => ?_
  rw [Matrix.sub_mulVec, Matrix.smul_mulVec, Matrix.one_mulVec, sub_eq_zero]
  exact eq_comm
```

## (b) The Hamiltonian acting on its eigenprojector

For Hermitian H, show that

HP = EP and PH = EP.

**Solution.** Let p be a column of P. Since P² = P, we have Pp = p, so Hp = Ep. Collecting the columns gives HP = EP. The adjoint of this equation is PH = EP, because H and P are Hermitian and E is real.

The proof applies `hP.fixed` to the column `fun k => P k j`, then takes the conjugate transpose.

```lean
omit [DecidableEq n] in
/-- For Hermitian `H`, the eigenprojector satisfies `H P = E P` and `P H = E P`. -/
theorem eigenprojector_mul {H P : Matrix n n ℂ} {E : ℝ} (hH : H.IsHermitian)
    (hP : IsEigenprojector H P E) : H * P = (E : ℂ) • P ∧ P * H = (E : ℂ) • P := by
  have hHP : H * P = (E : ℂ) • P := by
    ext i j
    -- every column of P is fixed by P, hence an eigenvector
    have h := (hP.fixed (fun k => P k j)).1 (by
      ext i
      exact congrFun (congrFun hP.idem i) j)
    exact congrFun h i
  refine ⟨hHP, ?_⟩
  have h := congrArg Matrix.conjTranspose hHP
  rw [Matrix.conjTranspose_mul, Matrix.conjTranspose_smul, hP.herm.eq, hH.eq,
    Complex.star_def, Complex.conj_ofReal] at h
  exact h
```

## (c) Removing the singularity at E

The matrix E − H is singular at a level. Show that adding P repairs this when H is Hermitian:

det(E − H + P) ≠ 0.

**Solution.** Suppose (E − H + P)x = 0. By (b),

P(E − H + P) = EP − EP + P = P,

so Px = 0. What remains is (E − H)x = 0, that is, Hx = Ex, and therefore Px = x. Hence x = 0, and the matrix has no nonzero null vector.

The Lean proof assumes that the determinant vanishes and takes a nonzero null vector. `hPM` is the displayed product and `hPx` the conclusion Px = 0; the last line is the contradiction.

```lean
/-- For Hermitian `H` with eigenprojector `P` at `E`, the matrix `E - H + P` is invertible. -/
theorem shifted_det_ne_zero {H P : Matrix n n ℂ} {E : ℝ} (hH : H.IsHermitian)
    (hP : IsEigenprojector H P E) : ((E : ℂ) • 1 - H + P).det ≠ 0 := by
  intro h
  obtain ⟨x, hx, h0⟩ := Matrix.exists_mulVec_eq_zero_iff.2 h
  have hPM : P * ((E : ℂ) • 1 - H + P) = P := by
    rw [mul_add, mul_sub, (eigenprojector_mul hH hP).2, hP.idem, mul_smul_comm, mul_one,
      sub_self, zero_add]
  have hPx : P *ᵥ x = 0 := by
    calc P *ᵥ x = (P * ((E : ℂ) • 1 - H + P)) *ᵥ x := by rw [hPM]
      _ = 0 := by rw [← Matrix.mulVec_mulVec, h0, Matrix.mulVec_zero]
  rw [Matrix.add_mulVec, hPx, add_zero, Matrix.sub_mulVec, Matrix.smul_mulVec,
    Matrix.one_mulVec, sub_eq_zero] at h0
  exact hx (((hP.fixed x).2 h0.symm).symm.trans hPx)
```

## (d) Pole and remainder of the Green's matrix

Let H be Hermitian, z ≠ E, and z − H + P invertible. Show that

G(z) = P/(z − E) + (z − H + P)⁻¹(1 − P).

**Solution.** Multiply the right-hand side by z − H from the right. By (b), P(z − H) = (z − E)P, so the first term gives P. For the second term, (b) and P² = P give

(1 − P)(z − H) = z − H − zP + EP,

(z − H + P)(1 − P) = z − H + P − zP + EP − P = z − H − zP + EP.

The two products agree, so the second term becomes (z − H + P)⁻¹(z − H + P)(1 − P) = 1 − P. The sum is P + (1 − P) = 1. A left inverse of a square matrix is its inverse.

Here `h1` is P(z − H) = (z − E)P, `h2` says that the two displayed products agree, and `Matrix.inv_eq_left_inv` supplies the last sentence.

```lean
/-- For Hermitian `H`, the Green's matrix splits into a pole part `P / (z - E)` and a remainder,
for `z ≠ E` such that `z - H + P` is invertible. -/
theorem green_split {H P : Matrix n n ℂ} {E : ℝ} (hH : H.IsHermitian)
    (hP : IsEigenprojector H P E) {z : ℂ} (hz : z ≠ E) (hd : (z • 1 - H + P).det ≠ 0) :
    green H z = (z - E)⁻¹ • P + (z • 1 - H + P)⁻¹ * (1 - P) := by
  obtain ⟨hHP, hPH⟩ := eigenprojector_mul hH hP
  have h1 : P * (z • 1 - H) = (z - E) • P := by
    rw [mul_sub, hPH, mul_smul_comm, mul_one, sub_smul]
  have h2 : (1 - P) * (z • 1 - H) = (z • 1 - H + P) * (1 - P) := by
    simp only [sub_mul, mul_sub, add_mul, mul_one, one_mul, smul_mul_assoc,
      mul_smul_comm, hHP, hPH, hP.idem]
    module
  apply Matrix.inv_eq_left_inv
  rw [add_mul, smul_mul_assoc, h1, smul_smul, inv_mul_cancel₀ (sub_ne_zero.2 hz), one_smul,
    mul_assoc, h2, ← mul_assoc, Matrix.nonsing_inv_mul _ (isUnit_iff_ne_zero.2 hd), one_mul,
    add_sub_cancel]
```

## (e) The residue of the Green's matrix

For Hermitian H, show that as z → E

(z − E) G(z) → P.

**Solution.** By (d), for z ≠ E near E,

(z − E) G(z) = P + (z − E)(z − H + P)⁻¹(1 − P).

The determinant of z − H + P is continuous in z and nonzero at E by (c), so it stays nonzero near E. The inverse is the adjugate divided by this determinant, hence continuous at E. The second term therefore tends to zero.

In Lean, `hne` keeps the determinant nonzero nearby and `hinv` is the continuity of the inverse. The limit is taken for the right-hand side, then transferred to the left by (d).

```lean
/-- For Hermitian `H`, `(z - E) (z - H)⁻¹` tends to the eigenprojector `P` as `z` tends
to `E`. -/
theorem green_residue {H P : Matrix n n ℂ} {E : ℝ} (hH : H.IsHermitian)
    (hP : IsEigenprojector H P E) :
    Tendsto (fun z : ℂ => (z - E) • green H z) (𝓝[≠] (E : ℂ)) (𝓝 P) := by
  have h0 := shifted_det_ne_zero hH hP
  have hc : Continuous fun z : ℂ => z • (1 : Matrix n n ℂ) - H + P := by fun_prop
  have hne := hc.matrix_det.continuousAt.eventually_ne h0
  have hinv : ContinuousAt (fun z : ℂ => (z • (1 : Matrix n n ℂ) - H + P)⁻¹) (E : ℂ) := by
    simp only [Matrix.inv_def, Ring.inverse_eq_inv']
    exact (hc.matrix_det.continuousAt.inv₀ h0).smul hc.matrix_adjugate.continuousAt
  have hs : ContinuousAt (fun z : ℂ => z - (E : ℂ)) (E : ℂ) := by fun_prop
  -- the remainder is bounded near E, so its product with z - E vanishes
  have h : ContinuousAt (fun z : ℂ =>
      P + (z - (E : ℂ)) • ((z • (1 : Matrix n n ℂ) - H + P)⁻¹ * (1 - P))) (E : ℂ) :=
    continuousAt_const.add (hs.smul (hinv.mul continuousAt_const))
  have h' := h.tendsto
  simp only [sub_self, zero_smul, add_zero] at h'
  refine (h'.mono_left nhdsWithin_le_nhds).congr' ?_
  filter_upwards [self_mem_nhdsWithin, hne.filter_mono nhdsWithin_le_nhds] with z hz hd
  have hz' : z ≠ (E : ℂ) := hz
  rw [green_split hH hP hz' hd, smul_add, smul_smul, mul_inv_cancel₀ (sub_ne_zero.2 hz'),
    one_smul]
```

## (f) The residue of the T-matrix

Let H0 and V be Hermitian and P the eigenprojector of H0 + V at E. Show that as z → E

(z − E) T(z) → (E − H0) P (E − H0).

**Solution.** From the definition of T,

(z − E) T(z) = (z − E)V + V [(z − E) G(z)] V.

The first term tends to zero and, by (e), the second tends to VPV. Part (b) reads (H0 + V)P = EP and P(H0 + V) = EP, so

VP = (E − H0)P and PV = P(E − H0).

Therefore VPV = (E − H0)PV = (E − H0)P(E − H0).

For a nondegenerate level with normalised eigenvector ψ, the limit is |φ⟩⟨φ| with φ = Vψ = (E − H0)ψ.

The steps `h1` and `h2` trade V for E − H0 on either side of P, and `h3` combines them. The theorem doesn't require E to be a level: if it isn't one, P = 0 and the limit is zero.

```lean
/-- For Hermitian `H0` and `V`, with `P` the eigenprojector of `H0 + V` at `E`,
`(z - E) T(z)` tends to `(E - H0) P (E - H0)` as `z` tends to `E`. -/
theorem tMatrix_residue {H0 V P : Matrix n n ℂ} {E : ℝ} (h0 : H0.IsHermitian)
    (hV : V.IsHermitian) (hP : IsEigenprojector (H0 + V) P E) :
    Tendsto (fun z : ℂ => (z - E) • tMatrix H0 V z) (𝓝[≠] (E : ℂ))
      (𝓝 (((E : ℂ) • 1 - H0) * P * ((E : ℂ) • 1 - H0))) := by
  obtain ⟨hl, hr⟩ := eigenprojector_mul (h0.add hV) hP
  -- the eigenvalue equation trades V for E - H0 next to P
  have h1 : V * P = ((E : ℂ) • 1 - H0) * P := by
    rw [sub_mul, smul_mul_assoc, one_mul, ← hl, add_mul, add_sub_cancel_left]
  have h2 : P * V = P * ((E : ℂ) • 1 - H0) := by
    rw [mul_sub, mul_smul_comm, mul_one, ← hr, mul_add, add_sub_cancel_left]
  have h3 : ((E : ℂ) • 1 - H0) * P * ((E : ℂ) • 1 - H0) = V * P * V := by
    rw [mul_assoc, ← h2, ← mul_assoc, ← h1]
  have hs : Tendsto (fun z : ℂ => (z - (E : ℂ)) • V) (𝓝[≠] (E : ℂ)) (𝓝 0) := by
    have hc : Continuous fun z : ℂ => (z - (E : ℂ)) • V := by fun_prop
    have h := hc.tendsto (E : ℂ)
    simp only [sub_self, zero_smul] at h
    exact h.mono_left nhdsWithin_le_nhds
  have hg := (tendsto_const_nhds (x := V)).mul (green_residue (h0.add hV) hP)
  have ht := hs.add (hg.mul (tendsto_const_nhds (x := V)))
  rw [zero_add] at ht
  rw [h3]
  refine ht.congr fun z => ?_
  rw [tMatrix, smul_add, mul_smul_comm, smul_mul_assoc]
```

## (g) A level of H that is not a level of H0

Suppose in addition that E is a level of H0 + V but not of H0. Show that the limit in (f) satisfies

(E − H0) P (E − H0) ≠ 0.

**Solution.** By (a), E − H0 is invertible. If the product were zero, cancelling the two outer factors would leave P = 0. But H has a nonzero eigenvector x at E, and Px = x, which contradicts P = 0.

In Lean the conditions on the levels are `hE` and `hE0`. `hA` is the invertibility of E − H0, and `hP0` the cancellation.

The smallest case is a single basis state, with H0 = e, V = v and E = e + v. Then

T(z) = v + v²/(z − E),

and the limit is v² = (E − e)². For v ≠ 0 it is nonzero. For v = 0, E is also a level of H0 and T vanishes identically.

For a finite cluster or a finite basis set, this is how a level that is present only with the impurity shows up in the T-matrix. Levels that the impurity merely shifts to new energies outside the spectrum of H0 are included. The step to a real scattering system, where H0 has a continuous spectrum, needs arguments about infinite-dimensional operators that these hypotheses don't supply.

```lean
/-- Let `H0` and `V` be Hermitian, `E` an eigenvalue of `H0 + V` but not of `H0`, and `P` the
eigenprojector of `H0 + V` at `E`. Then `(z - E) T(z)` tends to `(E - H0) P (E - H0)` as `z`
tends to `E`, and this limit is nonzero. -/
theorem tMatrix_pole {H0 V P : Matrix n n ℂ} {E : ℝ} (h0 : H0.IsHermitian)
    (hV : V.IsHermitian) (hP : IsEigenprojector (H0 + V) P E)
    (hE : IsLevel (H0 + V) E) (hE0 : ¬ IsLevel H0 E) :
    Tendsto (fun z : ℂ => (z - E) • tMatrix H0 V z) (𝓝[≠] (E : ℂ))
      (𝓝 (((E : ℂ) • 1 - H0) * P * ((E : ℂ) • 1 - H0))) ∧
    ((E : ℂ) • 1 - H0) * P * ((E : ℂ) • 1 - H0) ≠ 0 := by
  refine ⟨tMatrix_residue h0 hV hP, fun h => ?_⟩
  rw [isLevel_iff_det] at hE0
  have hA : IsUnit ((E : ℂ) • 1 - H0) :=
    (Matrix.isUnit_iff_isUnit_det _).2 (isUnit_iff_ne_zero.2 hE0)
  -- cancelling the invertible factors would leave P = 0
  have hP0 : P = 0 := hA.mul_right_eq_zero.1 (hA.mul_left_eq_zero.1 h)
  obtain ⟨x, hx, hHx⟩ := hE
  have hfix := (hP.fixed x).2 hHx
  rw [hP0, Matrix.zero_mulVec] at hfix
  exact hx hfix.symm
```

## (h) Degeneracy from the rank

Let P be the eigenprojector of H = H0 + V at E, and let E not be a level of H0. Show that

rank[(E − H0) P (E − H0)] = dim{x : Hx = Ex}.

**Solution.** Multiplication by the invertible matrix E − H0 on either side leaves the rank unchanged, so the rank is that of P. Every vector Py satisfies P(Py) = Py and so lies in the eigenspace. Conversely, each x in the eigenspace equals Px. The range of P is therefore the eigenspace.

The right-hand side appears in Lean as the `Module.finrank` of Mathlib's `Module.End.eigenspace`. `hr` identifies the two spaces, and the two rank lemmas remove the outer factors. Neither H0 nor V needs to be Hermitian for this equality, since the properties of P are assumed. That the matrix is the limit of (z − E) T(z) was shown in (f) for Hermitian H0 and V.

```lean
/-- If `E` is not an eigenvalue of `H0`, the rank of `(E - H0) P (E - H0)` is the degeneracy
of `E` as an eigenvalue of `H0 + V`, where `P` is the eigenprojector of `H0 + V` at `E`. -/
theorem residue_rank {H0 V P : Matrix n n ℂ} {E : ℝ}
    (hP : IsEigenprojector (H0 + V) P E) (hE0 : ¬ IsLevel H0 E) :
    (((E : ℂ) • 1 - H0) * P * ((E : ℂ) • 1 - H0)).rank =
      Module.finrank ℂ (Module.End.eigenspace (H0 + V).mulVecLin (E : ℂ)) := by
  rw [isLevel_iff_det] at hE0
  have hA := isUnit_iff_ne_zero.2 hE0
  have hr : LinearMap.range P.mulVecLin =
      Module.End.eigenspace (H0 + V).mulVecLin (E : ℂ) := by
    ext x
    rw [Module.End.mem_eigenspace_iff, Matrix.mulVecLin_apply, ← hP.fixed x]
    constructor
    · rintro ⟨y, rfl⟩
      rw [Matrix.mulVecLin_apply, Matrix.mulVec_mulVec, hP.idem]
    · intro h
      exact ⟨x, h⟩
  rw [Matrix.rank_mul_eq_left_of_isUnit_det _ _ hA,
    Matrix.rank_mul_eq_right_of_isUnit_det _ _ hA, Matrix.rank, hr]
```

## (i) Two coupled levels

Take basis states at energies 0 and 3, coupled by a matrix element 2. Written by rows,

H0 = [0, 0; 0, 3], V = [0, 2; 2, 0], P = (1/5)[1, 2; 2, 4].

Show that these matrices meet all the hypotheses of (g) at E = 4.

**Solution.** All three matrices are real and symmetric, and [1, 2; 2, 4]² = 5 [1, 2; 2, 4] gives P² = P. Moreover

H = [0, 2; 2, 3] = 5P − 1,

so Hx = 4x means 5Px = 5x, that is, Px = x. Finally,

det(4 − H) = 4·1 − 2·2 = 0 and det(4 − H0) = 4·1 = 4,

so by (a) 4 is a level of H but not of H0. The normalised eigenvector is (1, 2)/√5, and the limit in (f) is (1/5)[16, 8; 8, 4], of rank one.

The Lean statement lists the hypotheses. Its proof checks the matrix entries, uses H = 5P − 1 (`e`) for the fixed vectors, and settles the two level conditions by determinants.

```lean
/-- Two levels at `0` and `3` coupled by a matrix element `2` meet all hypotheses of
`tMatrix_pole` at `E = 4`, with the projector written out. -/
theorem tMatrix_pole_witness :
    (!![0, 0; 0, 3] : Matrix (Fin 2) (Fin 2) ℂ).IsHermitian ∧
    (!![0, 2; 2, 0] : Matrix (Fin 2) (Fin 2) ℂ).IsHermitian ∧
    IsEigenprojector (!![0, 0; 0, 3] + !![0, 2; 2, 0]) !![1/5, 2/5; 2/5, 4/5] 4 ∧
    IsLevel (!![0, 0; 0, 3] + !![0, 2; 2, 0] : Matrix (Fin 2) (Fin 2) ℂ) 4 ∧
    ¬ IsLevel (!![0, 0; 0, 3] : Matrix (Fin 2) (Fin 2) ℂ) 4 := by
  have c : ((4 : ℝ) : ℂ) = 4 := by norm_num
  refine ⟨?_, ?_, ⟨?_, ?_, fun x => ?_⟩, ?_, ?_⟩
  · ext i j
    fin_cases i <;> fin_cases j <;> simp [Matrix.conjTranspose_apply]
  · ext i j
    fin_cases i <;> fin_cases j <;> simp [Matrix.conjTranspose_apply]
  · ext i j
    fin_cases i <;> fin_cases j <;> simp [Matrix.conjTranspose_apply]
  · ext i j
    fin_cases i <;> fin_cases j <;> norm_num [Matrix.mul_apply, Fin.sum_univ_two]
  · -- here H = 5 P - 1
    have e : (!![0, 0; 0, 3] + !![0, 2; 2, 0] : Matrix (Fin 2) (Fin 2) ℂ) =
        (5 : ℂ) • !![1/5, 2/5; 2/5, 4/5] - 1 := by
      ext i j
      fin_cases i <;> fin_cases j <;> norm_num
    rw [e, c, Matrix.sub_mulVec, Matrix.smul_mulVec, Matrix.one_mulVec]
    generalize !![1/5, 2/5; 2/5, 4/5] *ᵥ x = y
    constructor
    · intro h
      rw [h]
      module
    · intro h
      calc y = (1/5 : ℂ) • ((5 : ℂ) • y - x) + (1/5 : ℂ) • x := by module
        _ = x := by
          rw [h]
          module
  · rw [isLevel_iff_det, c, Matrix.det_fin_two]
    norm_num
  · rw [isLevel_iff_det, c, Matrix.det_fin_two]
    norm_num

end

end TMatrixPoles
```

```lean
#print axioms TMatrixPoles.tMatrix_pole
#print axioms TMatrixPoles.residue_rank
```

```
'TMatrixPoles.tMatrix_pole' depends on axioms: [propext, Classical.choice, Quot.sound]
'TMatrixPoles.residue_rank' depends on axioms: [propext, Classical.choice, Quot.sound]
```
